# A gapped non-interacting ground state on a finite grid is fixed by its density

Let P project onto N lowest orbitals of h + diag(v), and Q onto N lowest orbitals of h + diag(w), where h is a real symmetric matrix on a finite grid and v, w are local potentials. If there is a positive gap above P and the two densities agree, P_ii = Q_ii at every site i, then P = Q. If, moreover, the nonzero off-diagonal entries of P connect all sites, v − w is constant. For Kohn–Sham inversion in this non-interacting finite model, the second part gives a sufficient condition for a density to leave only a constant shift of the potential undetermined.

```lean
import Mathlib

open Matrix

namespace LatticeHohenbergKohn

variable {n : Type*} [Fintype n] [DecidableEq n]
```

The type `n` is the finite set of grid sites. A potential is a function `n → ℝ`, and a one-particle operator is a `Matrix n n ℝ`.

```lean
/-- A real orthogonal projector of rank `N`: the one-particle density matrix of `N` filled
orbitals. -/
structure IsProjector (N : ℕ) (P : Matrix n n ℝ) : Prop where
  symmetric : Pᵀ = P
  idem : P * P = P
  rank : P.trace = N
```

`IsProjector N P` says that Pᵀ = P, P² = P and tr P = N. Such a P is the density matrix of N filled real orbitals, with one particle in each.

```lean
/-- For symmetric `H` and `g ≥ 0`, this says that `P` fills `N` lowest levels of `H`. In general,
`P` is a rank `N` projector, its range is invariant under `H`, and for some level `μ` the occupied
energies are at most `μ` and the unoccupied ones at least `μ + g`. -/
structure IsGround (H : Matrix n n ℝ) (N : ℕ) (g : ℝ) (P : Matrix n n ℝ) : Prop where
  proj : IsProjector N P
  invariant : P * H * P = H * P
  ordered : ∃ μ : ℝ, (∀ x, P *ᵥ x = x → x ⬝ᵥ H *ᵥ x ≤ μ * (x ⬝ᵥ x)) ∧
    (∀ x, P *ᵥ x = 0 → (μ + g) * (x ⬝ᵥ x) ≤ x ⬝ᵥ H *ᵥ x)
```

In Lean, `*ᵥ` applies a matrix to a vector and `⬝ᵥ` is the dot product. `invariant` says that H maps occupied orbitals to occupied ones. `ordered` puts occupied energies at or below μ and unoccupied ones at or above μ + g. For symmetric H and g ≥ 0, P therefore fills N lowest levels. If there are both occupied and unoccupied orbitals, g is a lower bound on the HOMO–LUMO gap, the cost of promoting one particle.

```lean
/-- The squared Frobenius distance between two density matrices. -/
def sqDist (P Q : Matrix n n ℝ) : ℝ := ∑ i, ∑ j, (P i j - Q i j) ^ 2
```

This is D(P,Q) = Σ_ij (P_ij − Q_ij)².

```lean
/-- The graph that joins two different sites when `P` has a nonzero entry between them. -/
def bondGraph (P : Matrix n n ℝ) : SimpleGraph n :=
  SimpleGraph.fromRel fun i j => P i j ≠ 0
```

Two different sites are joined when P has a nonzero entry between them. The graph belongs to P, not to the hopping matrix h.

```lean
omit [DecidableEq n] in
/-- The trace of `Aᵀ M A` is the sum of `a ⬝ᵥ M *ᵥ a` over the columns `a` of `A`. -/
theorem trace_conj (A M : Matrix n n ℝ) :
    (Aᵀ * M * A).trace = ∑ j, (fun i => A i j) ⬝ᵥ M *ᵥ (fun i => A i j) := by
  rw [Matrix.mul_assoc]
  rfl
```

With a_j the j-th column of A, this reads tr(AᵀMA) = Σ_j a_j·M a_j. It turns bounds on single orbitals into bounds on traces.

```lean
omit [DecidableEq n] in
/-- If `P` and `Q` are symmetric, `Q` is idempotent and `M` leaves the range of `P` invariant in the
sense `P M P = M P`, then `(P Q)ᵀ M (P Q)` and `M P Q` have the same trace. -/
theorem trace_sandwich {P Q M : Matrix n n ℝ} (hP : Pᵀ = P) (hQ : Qᵀ = Q)
    (hQQ : Q * Q = Q) (hM : P * M * P = M * P) :
    ((P * Q)ᵀ * M * (P * Q)).trace = (M * P * Q).trace := by
  have e : (P * Q)ᵀ * M * (P * Q) = Q * ((P * M * P) * Q) := by
    rw [Matrix.transpose_mul, hP, hQ]
    simp only [Matrix.mul_assoc]
  rw [e, hM, Matrix.trace_mul_comm, Matrix.mul_assoc (M * P), hQQ]
```

Since PMP = MP and Q² = Q, cyclicity of the trace gives

tr(QPMPQ) = tr(QMPQ) = tr(MPQ).

```lean
omit [DecidableEq n] in
/-- A ground projector of a symmetric Hamiltonian commutes with it. -/
theorem IsGround.commutes {H P : Matrix n n ℝ} {N : ℕ} {g : ℝ} (hH : H.IsSymm)
    (hP : IsGround H N g P) : P * H = H * P := by
  have t := congrArg Matrix.transpose hP.invariant
  simp only [Matrix.transpose_mul, hP.proj.symmetric, hH.eq] at t
  calc P * H = P * (H * P) := t.symm
    _ = P * H * P := (Matrix.mul_assoc _ _ _).symm
    _ = H * P := hP.invariant
```

Transposing PHP = HP gives PHP = PH, because P and H are symmetric. Hence PH = HP.

```lean
omit [DecidableEq n] in
/-- The squared distance of two rank `N` projectors `P` and `Q` is `2 * (N - tr (P Q))`. -/
theorem sqDist_eq {P Q : Matrix n n ℝ} {N : ℕ} (hP : IsProjector N P)
    (hQ : IsProjector N Q) : sqDist P Q = 2 * (N - (P * Q).trace) := by
  have e : sqDist P Q = ((P - Q) * (P - Q)ᵀ).trace := by
    simp only [sqDist, Matrix.trace, Matrix.diag_apply, Matrix.mul_apply,
      Matrix.transpose_apply, Matrix.sub_apply, sq]
  rw [e, Matrix.transpose_sub, hP.symmetric, hQ.symmetric]
  simp only [Matrix.mul_sub, Matrix.sub_mul, Matrix.trace_sub, hP.idem, hQ.idem,
    hP.rank, hQ.rank, Matrix.trace_mul_comm Q P]
  ring
```

Expanding the square gives

D(P,Q) = tr(P − Q)² = tr P + tr Q − 2 tr(PQ) = 2(N − tr PQ).

```lean
/-- Variational principle with a gap: for symmetric `H`, any rank `N` projector `Q` lies above the
ground projector `P` in energy by at least `g / 2` times their squared distance. -/
theorem energy_bound {H P Q : Matrix n n ℝ} {N : ℕ} {g : ℝ} (hH : H.IsSymm)
    (hP : IsGround H N g P) (hQ : IsProjector N Q) :
    g / 2 * sqDist P Q ≤ (H * Q).trace - (H * P).trace := by
  obtain ⟨μ, hocc, hvir⟩ := hP.ordered
  have comm := hP.commutes hH
  have pp := hP.proj.idem
  have ps : (1 - P)ᵀ = 1 - P := by
    rw [Matrix.transpose_sub, Matrix.transpose_one, hP.proj.symmetric]
  have qs : (1 - Q)ᵀ = 1 - Q := by
    rw [Matrix.transpose_sub, Matrix.transpose_one, hQ.symmetric]
  have qq : (1 - Q) * (1 - Q) = 1 - Q := by
    simp [Matrix.mul_sub, Matrix.sub_mul, hQ.idem]
  have ph : (1 - P) * H * (1 - P) = H * (1 - P) := by
    simp [Matrix.mul_sub, Matrix.sub_mul, comm]
    rw [Matrix.mul_assoc, pp, sub_self]
  have p1 : (1 - P) * 1 * (1 - P) = 1 * (1 - P) := by
    simp [Matrix.mul_sub, Matrix.sub_mul, pp]
  -- the columns of `P (1 - Q)` lie in the occupied space
  have hA : ((P * (1 - Q))ᵀ * H * (P * (1 - Q))).trace
      ≤ μ * ((P * (1 - Q))ᵀ * 1 * (P * (1 - Q))).trace := by
    have hc : P * (P * (1 - Q)) = P * (1 - Q) := by rw [← Matrix.mul_assoc, pp]
    rw [trace_conj, trace_conj, Finset.mul_sum]
    refine Finset.sum_le_sum fun j _ => ?_
    rw [Matrix.one_mulVec]
    exact hocc _ (funext fun i => congrFun (congrFun hc i) j)
  -- the columns of `(1 - P) Q` lie in the unoccupied space
  have hB : (μ + g) * (((1 - P) * Q)ᵀ * 1 * ((1 - P) * Q)).trace
      ≤ (((1 - P) * Q)ᵀ * H * ((1 - P) * Q)).trace := by
    have hc : P * ((1 - P) * Q) = 0 := by
      rw [← Matrix.mul_assoc, Matrix.mul_sub, Matrix.mul_one, pp, sub_self, Matrix.zero_mul]
    rw [trace_conj, trace_conj, Finset.mul_sum]
    refine Finset.sum_le_sum fun j _ => ?_
    rw [Matrix.one_mulVec]
    exact hvir _ (funext fun i => congrFun (congrFun hc i) j)
  rw [trace_sandwich hP.proj.symmetric qs qq hP.invariant,
    trace_sandwich hP.proj.symmetric qs qq (by simp [pp])] at hA
  rw [trace_sandwich ps hQ.symmetric hQ.idem p1,
    trace_sandwich ps hQ.symmetric hQ.idem ph] at hB
  simp only [Matrix.mul_sub, Matrix.sub_mul, Matrix.mul_one, Matrix.one_mul,
    Matrix.trace_sub, hP.proj.rank, hQ.rank] at hA hB
  rw [sqDist_eq hP.proj hQ]
  linarith
```

This is the variational principle, with a margin set by the gap. Write d = N − tr PQ. The columns of P(1 − Q) lie in the occupied space and those of (1 − P)Q in the unoccupied space. Both matrices have squared norm d, so summing the orbital bounds over columns gives

tr(HP) − tr(HPQ) ≤ μd,
tr(HQ) − tr(HPQ) ≥ (μ + g)d.

These are `hA` and `hB` after `trace_sandwich` has simplified them. Subtraction, done by `linarith`, gives

tr(HQ) − tr(HP) ≥ gd = (g/2) D(P,Q).

```lean
/-- For symmetric `h`, the density change paired with the potential change bounds the squared
distance of the two ground projectors, weighted by half the sum of the gaps. -/
theorem density_potential_bound {h P Q : Matrix n n ℝ} {v w : n → ℝ} {N : ℕ} {g g' : ℝ}
    (hh : h.IsSymm) (hP : IsGround (h + diagonal v) N g P)
    (hQ : IsGround (h + diagonal w) N g' Q) :
    (g + g') / 2 * sqDist P Q ≤ ∑ i, (v i - w i) * (Q i i - P i i) := by
  have e : ∀ (u : n → ℝ) (R : Matrix n n ℝ),
      ((h + diagonal u) * R).trace = (h * R).trace + ∑ i, u i * R i i := by
    intro u R
    rw [Matrix.add_mul, Matrix.trace_add]
    simp [Matrix.trace, Matrix.diagonal_mul]
  have b1 := energy_bound (hh.add (Matrix.isSymm_diagonal v)) hP hQ.proj
  have b2 := energy_bound (hh.add (Matrix.isSymm_diagonal w)) hQ hP.proj
  have d : sqDist Q P = sqDist P Q := by
    rw [sqDist_eq hQ.proj hP.proj, sqDist_eq hP.proj hQ.proj, Matrix.trace_mul_comm Q P]
  have s : ∑ i, (v i - w i) * (Q i i - P i i) = ∑ i, v i * Q i i - ∑ i, v i * P i i
      - ∑ i, w i * Q i i + ∑ i, w i * P i i := by
    simp only [← Finset.sum_sub_distrib, ← Finset.sum_add_distrib]
    exact Finset.sum_congr rfl fun i _ => by ring
  rw [e, e] at b1 b2
  rw [d] at b2
  rw [s]
  linarith
```

Use the previous bound twice, once in each potential:

(g/2) D ≤ tr h(Q − P) + Σ_i v_i(Q_ii − P_ii),
(g′/2) D ≤ tr h(P − Q) + Σ_i w_i(P_ii − Q_ii).

These are `b1` and `b2`. In their sum the h terms cancel, leaving

((g + g′)/2) D ≤ Σ_i (v_i − w_i)(Q_ii − P_ii).

```lean
/-- Non-interacting Hohenberg-Kohn theorem on a finite grid, for two potentials with the same `h`
and `N`: for symmetric `h` and a positive gap above `P`, ground projectors with equal densities
coincide. If the bond graph of `P` is connected, the two potentials differ by a constant. -/
theorem hohenberg_kohn {h P Q : Matrix n n ℝ} {v w : n → ℝ} {N : ℕ} {g : ℝ}
    (hh : h.IsSymm) (hg : 0 < g) (hP : IsGround (h + diagonal v) N g P)
    (hQ : IsGround (h + diagonal w) N 0 Q) (hρ : ∀ i, P i i = Q i i) :
    P = Q ∧ ((bondGraph P).Connected → ∃ c, ∀ i, v i - w i = c) := by
  have b := density_potential_bound hh hP hQ
  simp only [hρ, sub_self, mul_zero, Finset.sum_const_zero, add_zero] at b
  have hd : sqDist P Q ≤ 0 := by
    by_contra hc
    nlinarith [mul_pos hg (not_le.mp hc)]
  have hPQ : P = Q := by
    ext i j
    have h1 : (P i j - Q i j) ^ 2 ≤ sqDist P Q :=
      (Finset.single_le_sum (f := fun j => (P i j - Q i j) ^ 2)
        (fun _ _ => sq_nonneg _) (Finset.mem_univ j)).trans
      (Finset.single_le_sum (f := fun i => ∑ j, (P i j - Q i j) ^ 2)
        (fun _ _ => Finset.sum_nonneg fun _ _ => sq_nonneg _) (Finset.mem_univ i))
    nlinarith [pow_eq_zero_iff (two_ne_zero) |>.mp
      (le_antisymm (h1.trans hd) (sq_nonneg (P i j - Q i j)))]
  refine ⟨hPQ, fun hconn => ?_⟩
  have c1 := hP.commutes (hh.add (Matrix.isSymm_diagonal v))
  have c2 := hQ.commutes (hh.add (Matrix.isSymm_diagonal w))
  rw [← hPQ] at c2
  -- both Hamiltonians commute with `P`, so `v - w` agrees across each nonzero entry
  have key : ∀ i j, P i j ≠ 0 → v i - w i = v j - w j := by
    intro i j hij
    have e1 := congrFun (congrFun c1 i) j
    have e2 := congrFun (congrFun c2 i) j
    simp only [Matrix.add_mul, Matrix.mul_add, Matrix.add_apply, Matrix.diagonal_mul,
      Matrix.mul_diagonal] at e1 e2
    apply mul_right_cancel₀ hij
    linear_combination e2 - e1
  obtain ⟨i₀⟩ := hconn.nonempty
  refine ⟨v i₀ - w i₀, fun i => ?_⟩
  obtain ⟨p⟩ := hconn.preconnected i i₀
  induction p with
  | nil => rfl
  | cons hadj _ ih =>
    rw [← ih]
    rcases ((SimpleGraph.fromRel_adj _ _ _).mp hadj).2 with h1 | h1
    · exact key _ _ h1
    · exact (key _ _ h1).symm
```

Here Q is given gap parameter 0, so its highest occupied level may be degenerate with an unoccupied one. Equal densities make the right side above vanish, so (g/2) D ≤ 0. As g > 0 and D is a sum of squares, every term is zero and P = Q.

Now P commutes with both Hamiltonians. Subtracting the (i,j) entries of the two commutation relations gives

(v_i − w_i) P_ij = P_ij (v_j − w_j).

Where P_ij ≠ 0, v − w agrees at i and j; this is `key`. The induction on `p` carries the value along a path to a reference site `i₀`.

The original Hohenberg–Kohn theorem is for interacting electrons in continuous space, with the kinetic energy and the interaction held fixed. Here there is no interaction, the grid is finite, and h is held fixed in the same way. Equal densities have equal sums, so they already imply equal N. Neither theorem says which densities come from some potential.

It would be wrong to test connectedness on h instead of P. Fill both sites of a dimer: P = 1 has no off-diagonal entries, however strong the hopping, and every potential gives the same density. On a single site the graph is connected and v − w is trivially constant.

```lean
/-- The dimer with hopping `-1` and zero potential has the projector with all entries `1/2` as
ground projector for one particle, with gap `2` and a connected bond graph. -/
theorem hohenberg_kohn_witness :
    IsGround (!![0, -1; -1, 0] + diagonal (0 : Fin 2 → ℝ)) 1 2 !![1/2, 1/2; 1/2, 1/2] ∧
    (bondGraph (!![1/2, 1/2; 1/2, 1/2] : Matrix (Fin 2) (Fin 2) ℝ)).Connected := by
  have form : ∀ x : Fin 2 → ℝ,
      x ⬝ᵥ (!![0, -1; -1, 0] + diagonal (0 : Fin 2 → ℝ)) *ᵥ x = -2 * x 0 * x 1 := by
    intro x
    simp [Matrix.mulVec, dotProduct, Fin.sum_univ_two]
    ring
  have nrm : ∀ x : Fin 2 → ℝ, x ⬝ᵥ x = x 0 * x 0 + x 1 * x 1 := by
    intro x
    simp [dotProduct, Fin.sum_univ_two]
  refine ⟨⟨⟨?_, ?_, ?_⟩, ?_, -1, fun x hx => ?_, fun x hx => ?_⟩, ?_⟩
  · ext i j; fin_cases i <;> fin_cases j <;> simp
  · ext i j; fin_cases i <;> fin_cases j <;> norm_num [Matrix.mul_apply, Fin.sum_univ_two]
  · norm_num [Matrix.trace_fin_two]
  · ext i j; fin_cases i <;> fin_cases j <;> norm_num [Matrix.mul_apply, Fin.sum_univ_two]
  · have h1 : x 1 = x 0 := by
      have h0 := congrFun hx 0
      simp [Matrix.mulVec, dotProduct, Fin.sum_univ_two] at h0
      linarith
    rw [form, nrm, h1]
    linarith
  · have h1 : x 1 = -x 0 := by
      have h0 := congrFun hx 0
      simp [Matrix.mulVec, dotProduct, Fin.sum_univ_two] at h0
      linarith
    rw [form, nrm, h1]
    linarith
  · refine SimpleGraph.Connected.mk fun i j => ?_
    by_cases hij : i = j
    · rw [hij]
    · refine SimpleGraph.Adj.reachable ((SimpleGraph.fromRel_adj _ _ _).mpr ⟨hij, Or.inl ?_⟩)
      fin_cases i <;> fin_cases j <;> norm_num
```

For one particle on two sites with hopping −1, the energy form is −2x₀x₁. The filled orbital (1,1)/√2 has energy −1 and the empty orbital (1,−1)/√2 has energy +1. So μ = −1 and g = 2, and the entry 1/2 joins the sites.

```lean
/-- Without a gap the density need not fix the projector: for the zero Hamiltonian on two sites, two
different one-particle ground projectors have equal densities. -/
theorem gapless_counterexample :
    IsGround (0 : Matrix (Fin 2) (Fin 2) ℝ) 1 0 !![1/2, 1/2; 1/2, 1/2] ∧
    IsGround (0 : Matrix (Fin 2) (Fin 2) ℝ) 1 0 !![1/2, -1/2; -1/2, 1/2] ∧
    (∀ i, (!![1/2, 1/2; 1/2, 1/2] : Matrix (Fin 2) (Fin 2) ℝ) i i
      = (!![1/2, -1/2; -1/2, 1/2] : Matrix (Fin 2) (Fin 2) ℝ) i i) ∧
    (!![1/2, 1/2; 1/2, 1/2] : Matrix (Fin 2) (Fin 2) ℝ) ≠ !![1/2, -1/2; -1/2, 1/2] := by
  refine ⟨⟨⟨?_, ?_, ?_⟩, by simp, 0, by simp, by simp⟩,
    ⟨⟨?_, ?_, ?_⟩, by simp, 0, by simp, by simp⟩, ?_, ?_⟩
  · ext i j; fin_cases i <;> fin_cases j <;> simp
  · ext i j; fin_cases i <;> fin_cases j <;> norm_num [Matrix.mul_apply, Fin.sum_univ_two]
  · norm_num [Matrix.trace_fin_two]
  · ext i j; fin_cases i <;> fin_cases j <;> simp
  · ext i j; fin_cases i <;> fin_cases j <;> norm_num [Matrix.mul_apply, Fin.sum_univ_two]
  · norm_num [Matrix.trace_fin_two]
  · intro i; fin_cases i <;> simp
  · intro hc
    have h01 := congrFun (congrFun hc 0) 1
    norm_num at h01

end LatticeHohenbergKohn
```

With H = 0 every orbital of the dimer has energy 0. Filling either (1,1)/√2 or (1,−1)/√2 gives density 1/2 on each site, but the off-diagonal entries of the projectors have opposite signs. The condition g > 0 therefore can't be weakened to g ≥ 0.

```lean
#print axioms LatticeHohenbergKohn.hohenberg_kohn
#print axioms LatticeHohenbergKohn.gapless_counterexample
```

```
'LatticeHohenbergKohn.hohenberg_kohn' depends on axioms: [propext, Classical.choice, Quot.sound]
'LatticeHohenbergKohn.gapless_counterexample' depends on axioms: [propext, Classical.choice, Quot.sound]
```
